# Irreducibility of the spin \(N/2\) matrices and the scalar commutant, for every \(N\)

A formal statement about a spin multiplet has to say what the multiplet is, and here it is the concrete space \(\mathbb{C}^{N+1}\) with three explicit matrices \(J_z, J_+, J_-\), in place of an abstract representation of su(2). The spin is \(j = N/2\) for a natural number \(N\), so that integer and half-integer spins are handled by one argument.

```lean
import Mathlib

open Matrix

namespace SpinIrreducibility

noncomputable section

/-- Ladder coefficient `√((k+1)(N-k))` linking the basis states `k` and `k+1` of spin `N/2`. -/
def ladder (N k : ℕ) : ℂ := (Real.sqrt (((k : ℝ) + 1) * ((N : ℝ) - k)) : ℝ)

/-- The matrix `Jz = diag(N/2 - k)` of spin `N/2`. -/
def Jz (N : ℕ) : Matrix (Fin (N + 1)) (Fin (N + 1)) ℂ :=
  diagonal fun k => (N : ℂ) / 2 - ((k : ℕ) : ℂ)

/-- The raising matrix `J₊`, with the ladder coefficient at position `(k, k+1)`. -/
def Jp (N : ℕ) : Matrix (Fin (N + 1)) (Fin (N + 1)) ℂ :=
  Matrix.of fun i j => if (j : ℕ) = i + 1 then ladder N i else 0

/-- The lowering matrix `J₋`, the transpose of the real matrix `J₊`. -/
def Jm (N : ℕ) : Matrix (Fin (N + 1)) (Fin (N + 1)) ℂ := (Jp N)ᵀ

/-- The basis ket number `k` of the multiplet. -/
def ket (N : ℕ) (k : Fin (N + 1)) : Fin (N + 1) → ℂ := fun i => if i = k then 1 else 0

/-- A subspace is invariant under `J` if `J` maps it into itself. -/
def Invariant {N : ℕ} (J : Matrix (Fin (N + 1)) (Fin (N + 1)) ℂ)
    (W : Submodule ℂ (Fin (N + 1) → ℂ)) : Prop := ∀ v ∈ W, J *ᵥ v ∈ W

/-- The ladder coefficients inside the multiplet do not vanish. -/
theorem ladder_ne_zero (N k : ℕ) (hk : k < N) : ladder N k ≠ 0 := by
  have h : (0 : ℝ) < (N : ℝ) - k := sub_pos.2 (by exact_mod_cast hk)
  exact Complex.ofReal_ne_zero.2 (Real.sqrt_pos.2 (mul_pos (by positivity) h)).ne'

/-- Component `i` of `J₊ v` is the ladder coefficient times component `i+1` of `v`,
and the last component is zero. -/
theorem Jp_mulVec (N : ℕ) (v : Fin (N + 1) → ℂ) (i : Fin (N + 1)) :
    (∀ j : Fin (N + 1), (j : ℕ) = i + 1 → (Jp N *ᵥ v) i = ladder N i * v j) ∧
      ((i : ℕ) = N → (Jp N *ᵥ v) i = 0) := by
  simp only [Matrix.mulVec, dotProduct, Jp, Matrix.of_apply]
  refine ⟨fun j hj => ?_, fun hi => Finset.sum_eq_zero fun b _ => ?_⟩
  · rw [Finset.sum_eq_single j]
    · rw [if_pos hj]
    · intro b _ hb
      have hb' : ¬ (b : ℕ) = i + 1 := fun e => hb (Fin.ext (e.trans hj.symm))
      rw [if_neg hb', zero_mul]
    · simp
  · have hb := b.2
    have hb' : ¬ (b : ℕ) = i + 1 := by omega
    rw [if_neg hb', zero_mul]

/-- The su(2) relations `[Jz, J₊] = J₊`, `[Jz, J₋] = -J₋`, `[J₊, J₋] = 2 Jz`. -/
theorem su2_commutation (N : ℕ) :
    Jz N * Jp N - Jp N * Jz N = Jp N ∧ Jz N * Jm N - Jm N * Jz N = -Jm N ∧
      Jp N * Jm N - Jm N * Jp N = (2 : ℂ) • Jz N := by
  have hsq : ∀ k ≤ N, ladder N k * ladder N k = ((k : ℂ) + 1) * ((N : ℂ) - k) := by
    intro k hk
    have h : (0 : ℝ) ≤ (N : ℝ) - k := sub_nonneg.2 (by exact_mod_cast hk)
    rw [ladder, ← Complex.ofReal_mul, Real.mul_self_sqrt (mul_nonneg (by positivity) h)]
    push_cast
    rfl
  have hA : ∀ i j, (Jp N * Jm N) i j =
      if i = j then (((i : ℕ) : ℂ) + 1) * ((N : ℂ) - (i : ℕ)) else 0 := by
    intro i j
    have hi := i.2
    have e : (Jp N * Jm N) i j = (Jp N *ᵥ fun l => Jm N l j) i := rfl
    by_cases h : (i : ℕ) = N
    · rw [e, (Jp_mulVec N _ i).2 h]
      simp [h]
    · rw [e, (Jp_mulVec N _ i).1 ⟨i + 1, by omega⟩ rfl]
      by_cases hij : i = j
      · subst hij
        have := hsq i (by omega)
        simp [Jm, Jp, this]
      · have : ¬ (i : ℕ) = j := fun e => hij (Fin.ext e)
        simp [Jm, Jp, hij, this]
  have hB : ∀ i j, (Jm N * Jp N) i j =
      if i = j then ((i : ℕ) : ℂ) * ((N : ℂ) - (i : ℕ) + 1) else 0 := by
    intro i j
    have hi := i.2
    rw [Matrix.mul_apply]
    simp only [Jm, Jp, Matrix.transpose_apply, Matrix.of_apply]
    by_cases h0 : (i : ℕ) = 0
    · rw [Finset.sum_eq_zero]
      · simp [h0]
      · intro l _
        have : ¬ (i : ℕ) = l + 1 := by omega
        rw [if_neg this, zero_mul]
    · obtain ⟨m, hm⟩ : ∃ m, (i : ℕ) = m + 1 := ⟨i - 1, by omega⟩
      have hmN : m < N + 1 := by omega
      rw [Finset.sum_eq_single (⟨m, hmN⟩ : Fin (N + 1))]
      · show (if (i : ℕ) = m + 1 then ladder N m else 0) *
          (if (j : ℕ) = m + 1 then ladder N m else 0) = _
        rw [if_pos hm]
        by_cases hij : i = j
        · subst hij
          rw [if_pos hm, if_pos rfl, hsq m (by omega), hm]
          push_cast
          ring
        · have : ¬ (j : ℕ) = m + 1 := fun e => hij (Fin.ext (hm.trans e.symm))
          rw [if_neg this, if_neg hij, mul_zero]
      · intro b _ hb
        have : ¬ (i : ℕ) = b + 1 := fun e => hb (Fin.ext (by show (b : ℕ) = m; omega))
        rw [if_neg this, zero_mul]
      · simp
  refine ⟨?_, ?_, ?_⟩ <;> ext i j
  · simp only [Matrix.sub_apply, Jz, diagonal_mul, mul_diagonal, Jp, Matrix.of_apply]
    split_ifs with h
    · rw [h]; push_cast; ring
    · ring
  · simp only [Matrix.sub_apply, Matrix.neg_apply, Jz, diagonal_mul, mul_diagonal, Jm, Jp,
      Matrix.transpose_apply, Matrix.of_apply]
    split_ifs with h
    · rw [h]; push_cast; ring
    · ring
  · simp only [Matrix.sub_apply, hA, hB, Matrix.smul_apply, Jz, diagonal_apply, smul_eq_mul]
    split_ifs <;> ring

/-- The vectors annihilated by `J₊` are exactly the multiples of the top ket `0`. -/
theorem Jp_kernel (N : ℕ) (v : Fin (N + 1) → ℂ) :
    Jp N *ᵥ v = 0 ↔ ∃ a : ℂ, v = a • ket N 0 := by
  constructor
  · intro h
    refine ⟨v 0, funext fun i => ?_⟩
    by_cases hi : i = 0
    · subst hi
      simp [ket]
    · have h0 : (i : ℕ) ≠ 0 := fun e => hi (Fin.ext (by simpa using e))
      have hlt := i.2
      obtain ⟨m, hm⟩ : ∃ m, (i : ℕ) = m + 1 := ⟨i - 1, by omega⟩
      have h1 := (Jp_mulVec N v ⟨m, by omega⟩).1 i hm
      rw [h] at h1
      have h2 : ladder N m * v i = 0 := h1.symm
      have h3 := (mul_eq_zero.1 h2).resolve_left (ladder_ne_zero N m (by omega))
      simp [ket, hi, h3]
  · rintro ⟨a, rfl⟩
    funext i
    have hlt := i.2
    by_cases hi : (i : ℕ) = N
    · exact (Jp_mulVec N _ i).2 hi
    · obtain ⟨j, hj⟩ : ∃ j : Fin (N + 1), (j : ℕ) = i + 1 := ⟨⟨i + 1, by omega⟩, rfl⟩
      have hne : j ≠ 0 := by
        intro e
        rw [e, Fin.val_zero] at hj
        omega
      rw [(Jp_mulVec N _ i).1 j hj]
      simp [ket, hne]

/-- A nonzero subspace invariant under `J₊` contains the top ket `0`. -/
theorem top_mem {N : ℕ} {W : Submodule ℂ (Fin (N + 1) → ℂ)} (hp : Invariant (Jp N) W)
    (hW : W ≠ ⊥) : ket N 0 ∈ W := by
  -- induction on the support: raising shortens it until the vector is annihilated
  have key : ∀ m : ℕ, ∀ v ∈ W, v ≠ 0 → (∀ k : Fin (N + 1), m ≤ (k : ℕ) → v k = 0) →
      ket N 0 ∈ W := by
    intro m
    induction m with
    | zero => exact fun v _ h0 hz => absurd (funext fun k => hz k (Nat.zero_le _)) h0
    | succ m ih =>
      intro v hv h0 hz
      by_cases h : Jp N *ᵥ v = 0
      · obtain ⟨a, rfl⟩ := (Jp_kernel N v).1 h
        have ha : a ≠ 0 := fun e => h0 (by rw [e, zero_smul])
        exact (W.smul_mem_iff ha).1 hv
      · refine ih _ (hp v hv) h fun k hk => ?_
        have hlt := k.2
        by_cases hN : (k : ℕ) = N
        · exact (Jp_mulVec N v k).2 hN
        · rw [(Jp_mulVec N v k).1 ⟨k + 1, by omega⟩ rfl, hz _ (Nat.succ_le_succ hk), mul_zero]
  obtain ⟨v, hv, h0⟩ := (Submodule.ne_bot_iff W).1 hW
  exact key (N + 1) v hv h0 fun k hk => absurd k.2 (by omega)

/-- `J₋` maps ket `k` to the ladder coefficient times ket `k+1`. -/
theorem Jm_ket (N : ℕ) (k j : Fin (N + 1)) (h : (j : ℕ) = k + 1) :
    Jm N *ᵥ ket N k = ladder N k • ket N j := by
  funext i
  have e : (Jm N *ᵥ ket N k) i = Jp N k i := by simp [Matrix.mulVec, dotProduct, ket, Jm]
  rw [e]
  by_cases hi : i = j
  · subst hi
    simp [Jp, ket, h]
  · have : ¬ (i : ℕ) = k + 1 := fun e => hi (Fin.ext (e.trans h.symm))
    simp [Jp, ket, hi, this]

/-- A nonzero subspace invariant under `J₊` and `J₋` is the whole space. -/
theorem eq_top_of_ladder_invariant {N : ℕ} {W : Submodule ℂ (Fin (N + 1) → ℂ)}
    (hp : Invariant (Jp N) W) (hm : Invariant (Jm N) W) (hW : W ≠ ⊥) : W = ⊤ := by
  -- lowering from the top ket reaches every ket
  have hall : ∀ (n : ℕ) (h : n < N + 1), ket N ⟨n, h⟩ ∈ W := by
    intro n
    induction n with
    | zero =>
      intro h
      have e : (⟨0, h⟩ : Fin (N + 1)) = 0 := Fin.ext (by simp)
      rw [e]
      exact top_mem hp hW
    | succ n ih =>
      intro h
      have hn : n < N + 1 := by omega
      have h1 := hm _ (ih hn)
      rw [Jm_ket N ⟨n, hn⟩ ⟨n + 1, h⟩ rfl] at h1
      exact (W.smul_mem_iff (ladder_ne_zero N n (by omega))).1 h1
  rw [eq_top_iff]
  intro v _
  have e : v = ∑ k, v k • ket N k := by
    funext i
    simp [ket, Finset.sum_apply]
  rw [e]
  exact W.sum_mem fun k _ => W.smul_mem _ (hall k k.2)

/-- A matrix commuting with `J₊` and `J₋` is a multiple of the identity. -/
theorem scalar_of_commute_ladder {N : ℕ} {A : Matrix (Fin (N + 1)) (Fin (N + 1)) ℂ}
    (hp : A * Jp N = Jp N * A) (hm : A * Jm N = Jm N * A) : ∃ a : ℂ, A = a • 1 := by
  -- the top ket is an eigenvector of A
  have h0 : Jp N *ᵥ ket N 0 = 0 := (Jp_kernel N _).2 ⟨1, (one_smul _ _).symm⟩
  obtain ⟨a, ha⟩ := (Jp_kernel N (A *ᵥ ket N 0)).1
    (by rw [mulVec_mulVec, ← hp, ← mulVec_mulVec, h0, mulVec_zero])
  -- its eigenspace is invariant and nonzero
  obtain ⟨W, hW⟩ : ∃ W : Submodule ℂ (Fin (N + 1) → ℂ), ∀ v, v ∈ W ↔ A *ᵥ v = a • v :=
    ⟨LinearMap.eqLocus A.mulVecLin (a • LinearMap.id), fun _ => Iff.rfl⟩
  have hinv : ∀ J, A * J = J * A → Invariant J W := by
    intro J hJ v hv
    rw [hW] at hv ⊢
    rw [mulVec_mulVec, hJ, ← mulVec_mulVec, hv, mulVec_smul]
  have hne : ket N 0 ≠ 0 := fun e => by simpa [ket] using congrFun e 0
  have htop := eq_top_of_ladder_invariant (hinv _ hp) (hinv _ hm)
    ((Submodule.ne_bot_iff W).2 ⟨_, (hW _).2 ha, hne⟩)
  refine ⟨a, ?_⟩
  ext i j
  have := congrFun ((hW (ket N j)).1 (by rw [htop]; exact Submodule.mem_top)) i
  simpa [Matrix.mulVec, dotProduct, ket, Matrix.one_apply] using this

/-- Irreducibility of spin `N/2`: the subspaces invariant under `Jz, J₊, J₋` are exactly zero
and the whole space, and the matrices commuting with all three are exactly the scalars. -/
theorem spin_irreducible (N : ℕ) :
    (∀ W : Submodule ℂ (Fin (N + 1) → ℂ),
      Invariant (Jz N) W ∧ Invariant (Jp N) W ∧ Invariant (Jm N) W ↔ W = ⊥ ∨ W = ⊤) ∧
    (∀ A : Matrix (Fin (N + 1)) (Fin (N + 1)) ℂ,
      A * Jz N = Jz N * A ∧ A * Jp N = Jp N * A ∧ A * Jm N = Jm N * A ↔
        ∃ a : ℂ, A = a • 1) := by
  refine ⟨fun W => ⟨fun h => ?_, ?_⟩,
    fun A => ⟨fun h => scalar_of_commute_ladder h.2.1 h.2.2, ?_⟩⟩
  · exact or_iff_not_imp_left.2 (eq_top_of_ladder_invariant h.2.1 h.2.2)
  · rintro (rfl | rfl) <;> simp [Invariant]
  · rintro ⟨a, rfl⟩
    simp

/-- For `N ≥ 1` the line through the top ket is invariant under `Jz` and `J₊`, and is neither
zero nor the whole space. -/
theorem top_line_invariant {N : ℕ} (hN : 1 ≤ N) :
    Invariant (Jz N) (ℂ ∙ ket N 0) ∧ Invariant (Jp N) (ℂ ∙ ket N 0) ∧
      (ℂ ∙ ket N 0) ≠ ⊥ ∧ (ℂ ∙ ket N 0) ≠ ⊤ := by
  refine ⟨fun v hv => ?_, fun v hv => ?_, fun h => ?_, fun h => ?_⟩
  · obtain ⟨a, rfl⟩ := Submodule.mem_span_singleton.1 hv
    refine Submodule.mem_span_singleton.2 ⟨(N : ℂ) / 2 * a, funext fun i => ?_⟩
    rw [Jz, mulVec_diagonal]
    by_cases hi : i = 0 <;> simp [ket, hi]
  · obtain ⟨a, rfl⟩ := Submodule.mem_span_singleton.1 hv
    rw [(Jp_kernel N _).2 ⟨a, rfl⟩]
    exact Submodule.zero_mem _
  · simpa [ket] using congrFun (Submodule.span_singleton_eq_bot.1 h) 0
  · have hl : Fin.last N ≠ 0 := by
      intro e
      have h1 : N = 0 := by simpa using congrArg Fin.val e
      omega
    obtain ⟨a, ha⟩ := Submodule.mem_span_singleton.1
      (show ket N (Fin.last N) ∈ ℂ ∙ ket N 0 by rw [h]; exact Submodule.mem_top)
    have h2 := congrFun ha (Fin.last N)
    simp only [ket, Pi.smul_apply, if_neg hl, if_true, smul_zero] at h2
    exact zero_ne_one h2

end

end SpinIrreducibility
```

```lean
#print axioms SpinIrreducibility.su2_commutation
-- 'SpinIrreducibility.su2_commutation' depends on axioms: [propext, Classical.choice, Quot.sound]
#print axioms SpinIrreducibility.spin_irreducible
-- 'SpinIrreducibility.spin_irreducible' depends on axioms: [propext, Classical.choice, Quot.sound]
#print axioms SpinIrreducibility.top_line_invariant
-- 'SpinIrreducibility.top_line_invariant' depends on axioms: [propext, Classical.choice, Quot.sound]
```

## The multiplet and its conventions

Vectors are functions `Fin (N + 1) → ℂ`, that is, columns \(v = (v_0, \dots, v_N)\). The basis vector \(e_k\), written `ket N k`, has a 1 in place \(k\) and zeros elsewhere. It stands for the state \(|j, m\rangle\) with \(m = N/2 - k\), so \(e_0\) is the top state \(m = j\) and \(e_N\) the bottom state \(m = -j\). Units are \(\hbar = 1\).

The number `ladder N k` is
\[ c_k = \sqrt{(k+1)(N-k)}, \]
computed in the reals and then read as a complex number. Putting \(m = j - k\) gives \(c_k = \sqrt{(j-m+1)(j+m)}\), the familiar matrix element of \(J_+\) from \(m-1\) to \(m\), with the phase fixed real and positive. The matrix `Jz N` is diagonal with entries \(N/2 - k\). The matrix `Jp N` has \(c_i\) in row \(i\), column \(i+1\), and zeros elsewhere. The matrix `Jm N` is its transpose, which equals the adjoint because the entries are real; no inner product enters any statement. For \(N = 1\) one has \(c_0 = 1\) and
\[ J_z = \begin{pmatrix} 1/2 & 0 \\ 0 & -1/2 \end{pmatrix}, \qquad J_+ = \begin{pmatrix} 0 & 1 \\ 0 & 0 \end{pmatrix}, \qquad J_- = \begin{pmatrix} 0 & 0 \\ 1 & 0 \end{pmatrix}. \]

A subspace \(W\) is a `Submodule ℂ`, closed under sums and complex multiples. `Invariant J W` says that \(Jv \in W\) whenever \(v \in W\), with `J *ᵥ v` the matrix–vector product. The symbols `⊥` and `⊤` denote the zero subspace and the whole space.

## What the theorems state

`su2_commutation` gives \([J_z, J_+] = J_+\), \([J_z, J_-] = -J_-\) and \([J_+, J_-] = 2J_z\), so the three matrices obey the angular momentum algebra.

`spin_irreducible` has two parts, each an equivalence and each valid for every \(N\). First, \(W\) is invariant under \(J_z\), \(J_+\) and \(J_-\) if and only if \(W = 0\) or \(W = \mathbb{C}^{N+1}\). Second, a matrix \(A\) commutes with all three if and only if \(A = a\,1\) for some complex \(a\), where \(1\) is the identity matrix. The substantial directions come from `eq_top_of_ladder_invariant` and `scalar_of_commute_ladder`, which assume nothing about \(J_z\). At \(N = 0\) the three matrices are the \(1 \times 1\) zero matrix, and both parts still hold: \(\mathbb{C}\) has only two subspaces and every \(1 \times 1\) matrix is a scalar.

The second part is the conclusion of Schur's lemma for these particular matrices, obtained directly from the ladder structure; the lemma for a general irreducible representation is neither used nor proved. The file also leaves aside the group SU(2), the classification of all finite-dimensional representations, the value \(j(j+1)\) of the total spin squared, and spaces that contain several multiplets.

In electronic structure the result says that an operator acting within one multiplet of total spin \(N/2\) and commuting with the spin ladder operators assigns one and the same number to all \(N+1\) components, a statement about a single finite multiplet and not about the full many-electron space, where the same spin can occur several times. Here \(N\) is twice the spin, not the number of electrons.

## The algebra of the ladder

From here on the letters \(j\) and \(m\) are natural-number indices or bounds, no longer the spin quantum numbers. For \(k < N\) both factors \(k+1\) and \(N-k\) are positive, so \(c_k \neq 0\). This is `ladder_ne_zero`, and it is the only property of the coefficients that irreducibility uses.

Row \(i\) of \(J_+\) has at most one nonzero entry, so
\[ (J_+ v)_i = c_i\, v_{i+1} \quad (i < N), \qquad (J_+ v)_N = 0. \]
`Jp_mulVec` states both cases. In the first, `Finset.sum_eq_single j` reduces the row sum to the column \(j = i+1\); in the second no column equals \(N+1\), and every term vanishes.

For the commutators, multiplying by the diagonal \(J_z\) on the left and on the right gives, for any matrix \(M\),
\[ [J_z, M]_{ij} = \big((N/2 - i) - (N/2 - j)\big) M_{ij} = (j - i)\, M_{ij}. \]
The entries of \(J_+\) sit at \(j = i+1\) and those of \(J_-\) at \(i = j+1\), which gives the factors \(+1\) and \(-1\). The products of the ladder matrices are diagonal:
\[ (J_+J_-)_{ii} = (i+1)(N-i), \qquad (J_-J_+)_{ii} = i\,(N-i+1). \]
The first is \(c_i^2\), and vanishes at \(i = N\); the second is \(c_{i-1}^2\) for \(i \geq 1\), and vanishes at \(i = 0\). In the proof `hsq` removes the square root, and `hA` and `hB` are the two formulas with their edge cases. The difference is \(N - 2i = 2(N/2 - i)\), which `ring` confirms entry by entry.

## Why an invariant subspace is everything

The kernel of \(J_+\) is the line through \(e_0\). If \(J_+v = 0\) and \(i = m+1 \geq 1\), then \(c_m v_i = 0\) with \(m < N\), so \(v_i = 0\) and \(v = v_0 e_0\). Conversely, a multiple of \(e_0\) has \(v_{i+1} = 0\) for every \(i < N\) and is annihilated. `Jp_kernel` follows these two directions, with `mul_eq_zero` and `ladder_ne_zero` cancelling the coefficient.

Now let \(W \neq 0\) be invariant under \(J_+\). By hand one raises a nonzero vector until the next step gives zero. `top_mem` organises this as an induction on a bound \(m\): if \(W\) contains a nonzero \(v\) with \(v_k = 0\) for all \(k \geq m\), then \(e_0 \in W\). For \(m = 0\) such a \(v\) would be zero, so there is nothing to show. For the bound \(m+1\) there are two cases. If \(J_+v = 0\), then \(v = a e_0\) with \(a \neq 0\), and dividing by \(a\) puts \(e_0\) in \(W\); this is `W.smul_mem_iff ha`. Otherwise \(J_+v\) is a nonzero vector of \(W\), and for \(k \geq m\) its component is either the last one, which is zero, or \(c_k v_{k+1}\) with \(k+1 \geq m+1\), which is also zero. The induction hypothesis then applies to \(J_+v\). Every vector satisfies the bound \(m = N+1\), since no index reaches it, and the last line invokes `key (N + 1)`.

Lowering does the rest. Component \(i\) of \(J_-e_k\) is \((J_+)_{ki}\), which is \(c_k\) for \(i = k+1\) and zero otherwise, so \(J_-e_k = c_k e_{k+1}\) for \(k < N\); this is `Jm_ket`. If \(W\) is also invariant under \(J_-\), then \(e_n \in W\) implies \(c_n e_{n+1} \in W\) and hence \(e_{n+1} \in W\). The induction `hall` runs from \(e_0\) to \(e_N\), and the expansion \(v = \sum_k v_k e_k\) places every vector in \(W\).

## Why a commuting matrix is a scalar

Let \(A\) commute with \(J_+\) and \(J_-\). Then
\[ J_+ (A e_0) = A J_+ e_0 = 0, \]
so \(A e_0\) lies in the kernel of \(J_+\) and \(A e_0 = a e_0\) for some \(a\). The eigenvalue comes from the one-dimensional kernel, without any appeal to the roots of a characteristic polynomial. Let \(W = \{v : Av = av\}\), built in Lean as `LinearMap.eqLocus A.mulVecLin (a • LinearMap.id)`. For any \(J\) that commutes with \(A\) and any \(v \in W\),
\[ A(Jv) = J(Av) = a\,Jv, \]
which is `hinv`. Thus \(W\) is invariant under \(J_+\) and \(J_-\), it contains \(e_0 \neq 0\), and it is therefore the whole space. Reading component \(i\) of \(A e_j = a e_j\) gives \(A_{ij} = a\,\delta_{ij}\), with \(\delta_{ij}\) the Kronecker symbol.

`spin_irreducible` assembles the two results, passing on only the components `h.2.1` and `h.2.2` of each hypothesis, which concern \(J_+\) and \(J_-\). The reverse implications are immediate: the zero subspace and the whole space are invariant under any matrix, and \(a\,1\) commutes with any matrix.

## Dropping a hypothesis

Without invariance under \(J_-\) the first part fails for every \(N \geq 1\). `top_line_invariant` proves that for \(N \geq 1\) the line `ℂ ∙ ket N 0` is invariant under \(J_z\), because \(J_z e_0 = (N/2) e_0\), and under \(J_+\), because \(J_+e_0 = 0\), while being neither zero nor everything: the component \(N\) of \(a e_0\) vanishes when \(N \neq 0\), so \(e_N\) is not on the line. For \(N = 1\) this is the span of the spin-up state, which \(J_-\) sends to spin down. The hypothesis `hN` is needed, since for \(N = 0\) the line is all of \(\mathbb{C}\).

For commuting matrices the situation is different, and the following remarks are not among the theorems of the file. A matrix that commutes with \(J_z\) and \(J_+\) is already a scalar: \((j-i)A_{ij} = 0\) makes it diagonal, and \(c_i(A_{ii} - A_{i+1,i+1}) = 0\) for \(i < N\) makes the diagonal constant. Commutation with \(J_+\) alone is not enough, as the \(2 \times 2\) matrices above show. If `hm` is removed from `scalar_of_commute_ladder`, the choice \(A = J_+\) at \(N = 1\) commutes with \(J_+\) and has a nonzero off-diagonal entry, so it is not a multiple of the identity.
